# Coefficients of Vψ for the repulsion V = J + K(X + D) of two p electrons

Let e_1, e_2, e_3 be the real orthonormal orbitals p_x, p_y, p_z of one p shell. A spatial state of two electrons in this shell is given here by a real 3 × 3 matrix ψ, whose entry ψ_ij is the coefficient of e_i ⊗ e_j. The repulsion is modelled as V = J + K(X + D), where X exchanges the electrons and D sends ψ to its trace times the unnormalised pair state ∑ e_i ⊗ e_i. The lemma gives the coefficients of the result: (Vψ)_ij = J ψ_ij + K(ψ_ji + tr(ψ) δ_ij). In the lemma J and K are any real numbers, and ψ need be neither normalised nor of definite exchange symmetry. The attempt unfolds the three operators with `simp` and expects that to finish the proof.

Lean 4 with Mathlib refuses this proof:

```lean
import Mathlib

open Matrix Module.End

namespace RepulsionApply

noncomputable section

/-- Spatial states of two p electrons, as the matrix of coefficients of `e_i ⊗ e_j`. -/
abbrev TwoP := Matrix (Fin 3) (Fin 3) ℝ

/-- The exchange `X` of the two electrons. -/
def exchange : TwoP →ₗ[ℝ] TwoP where
  toFun ψ := ψᵀ
  map_add' _ _ := Matrix.transpose_add _ _
  map_smul' _ _ := Matrix.transpose_smul _ _

/-- The operator `D`, which sends a state to its trace times the scalar pair state `∑ e_i ⊗ e_i`. -/
def contraction : TwoP →ₗ[ℝ] TwoP where
  toFun ψ := ψ.trace • (1 : TwoP)
  map_add' _ _ := by rw [Matrix.trace_add, add_smul]
  map_smul' _ _ := by simp [Matrix.trace_smul, mul_smul]

/-- The electron repulsion `V = J + K (X + D)` in the p shell. -/
def repulsion (J K : ℝ) : TwoP →ₗ[ℝ] TwoP :=
  J • LinearMap.id + K • (exchange + contraction)

/-- The coefficients of `V ψ`. -/
theorem repulsion_apply (J K : ℝ) (ψ : TwoP) (i j : Fin 3) :
    repulsion J K ψ i j = J * ψ i j + K * (ψ j i + ψ.trace * (1 : TwoP) i j) := by
  simp [repulsion, exchange, contraction]

end

end RepulsionApply
```

The compiler's answer:

```
Main.lean:30:80: error: unsolved goals
J K : ℝ
ψ : TwoP
i j : Fin 3
⊢ K * ψ j i + K * (trace ψ * 1 i j) = K * (ψ j i + trace ψ * 1 i j)
```

What went wrong. The message `unsolved goals` means that `simp` did its work but left an equation unproved. The operators have been unfolded correctly, and the `J` term, common to both sides, has gone. What remains is `K * ψ j i + K * (trace ψ * 1 i j) = K * (ψ j i + trace ψ * 1 i j)`, which is just the distributive law.

The two sides differ because `simp` spreads the scalar `K` over the sum `exchange + contraction` on the left, where it acts by `•`. On the right `K` is already an ordinary factor multiplying a bracket, and the default `simp` set does not multiply out such products. The two forms therefore never meet.

The added `ring` proves the remaining equation. It treats `ψ j i`, `trace ψ` and `1 i j` as unknown real numbers and brings both sides to the same normal form, so it needs to know nothing more about the matrices.

Lean accepts the file once it reads:

```diff
@@ -30,4 +30,5 @@
     repulsion J K ψ i j = J * ψ i j + K * (ψ j i + ψ.trace * (1 : TwoP) i j) := by
   simp [repulsion, exchange, contraction]
+  ring
 
 end
```
